# Shared-electron indices of an idempotent density matrix add up to the atomic population when the weights sum to the identity

## Density matrix, atomic weights and indices

Take a finite orthonormal set of spin orbitals $\varphi_i$. The one-particle density matrix in this basis is a complex matrix $P$. It is Hermitian, $P^\dagger = P$, and for a single Slater determinant it is also idempotent, $P^2 = P$: it projects onto the occupied orbitals.

A fuzzy atom $A$ is described by a weight function $w_A(\mathbf r) \ge 0$ that may overlap with those of its neighbours, with $\sum_A w_A(\mathbf r) = 1$ at every point. Its weight matrix has the elements

$$(S_A)_{ij} = \int \varphi_i^*\, w_A\, \varphi_j .$$

Since $w_A \ge 0$, each $S_A$ is positive semidefinite. Since the weights sum to one and the basis is orthonormal, $\sum_A S_A = 1$.

The population of atom $A$ and the shared-electron index of atoms $A$ and $C$ are

$$N_A = \operatorname{tr}(P S_A), \qquad B_{AC} = \operatorname{tr}(P S_A P S_C).$$

There is no spin prefactor. For a closed shell, with $P$ the spatial density matrix of one spin, the usual bond order is $4B_{AC}$ and the usual population is $2N_A$. The case $C = A$ is allowed, and $B_{AA}$ counts the electrons that an atom shares with itself.

## Exchange between two atoms

With the pair density normalised to the number of ordered electron pairs, its exchange part in a single determinant has the magnitude $|\rho(x,x')|^2$, where $\rho(x,x')$ is the one-particle density matrix in position and spin. Weighting one electron with $w_A$ and the other with $w_C$ and integrating gives $B_{AC}$. The exchange hole around an electron contains one electron in total, so summing over all $C$ should return the population of $A$.

For a single determinant in a finite orthonormal basis, this sum rule gives population-analysis codes a consistency check. If the $S_A$ come from a quadrature grid, their sum is the identity only as far as the grid reproduces the orthonormality of the orbitals. An error among the occupied orbitals can show up in the sum rule; one that leaves the occupied block unchanged does not.

## The sum rule and its companions

Let $P$ be Hermitian and idempotent, and let the $S_A$ be finitely many positive semidefinite matrices with $\sum_A S_A = 1$. Then every $B_{AC}$ is real and nonnegative, and for every $A$

$$\sum_C B_{AC} = N_A .$$

Three further results go with it:

- For Hermitian $P$ and positive semidefinite weights, $B_{AC} = 0$ exactly when $S_A P S_C = 0$.
- Under the hypotheses of the sum rule, $B_{AC} \le N_A$.
- If $P$ and $1-P$ are positive semidefinite, so that all natural occupations lie between 0 and 1, and the weights sum to the identity, the sum rule holds on every atom only if $P$ is idempotent.

## Nonnegativity from a Frobenius norm

Write $S_A = X^\dagger X$ and $S_C = Y^\dagger Y$, which is possible for positive semidefinite matrices. Moving $Y$ to the front of the trace gives

$$B_{AC} = \operatorname{tr}(P X^\dagger X P Y^\dagger Y) = \operatorname{tr}(Y P X^\dagger\, X P Y^\dagger).$$

Set $Z = X P Y^\dagger$. Because $P$ is Hermitian, $Z^\dagger = Y P X^\dagger$, and therefore

$$B_{AC} = \operatorname{tr}(Z^\dagger Z) = \sum_{ij} |Z_{ij}|^2 \ge 0 .$$

Idempotency plays no part here.

If $B_{AC} = 0$, every element of $Z$ vanishes, and $S_A P S_C = X^\dagger Z Y = 0$. Conversely, $B_{AC} = \operatorname{tr}\big(P\,(S_A P S_C)\big)$, which is zero when the bracket is.

## The defect of the sum rule

For any matrix $P$, completeness of the weights removes the second atom:

$$\sum_C B_{AC} = \operatorname{tr}\Big(P S_A P \sum_C S_C\Big) = \operatorname{tr}(P S_A P) = \operatorname{tr}(P^2 S_A).$$

Subtracting this from the population leaves

$$N_A - \sum_C B_{AC} = \operatorname{tr}\big((P - P^2) S_A\big).$$

For idempotent $P$ the right-hand side is zero, which is the sum rule. Since $N_A$ is then a sum of nonnegative real terms, none of them can exceed it.

For the converse, suppose that the sum rule holds on every atom. Adding the defects over all $A$ and using completeness again gives

$$0 = \operatorname{tr}(P - P^2) = \operatorname{tr}\big(P(1-P)\big).$$

The last trace has the form of a shared-electron index, with the identity as density matrix and with $P$ and $1-P$ as the two weights. Both are positive semidefinite, so the vanishing criterion gives $P(1-P) = 0$, that is, $P^2 = P$. In terms of occupations $p_k$, the argument says that $\sum_k p_k(1-p_k) = 0$ with nonnegative terms forces each $p_k$ to be 0 or 1.

## One orbital on two sites

Let one electron occupy the normalised orbital $u = (1,1)/\sqrt2$, so that all four elements of $P = uu^\dagger$ are $1/2$. Give each atom the weight $3/4$ on its own site and $1/4$ on the other:

$$S_0 = \operatorname{diag}(3/4,\,1/4), \qquad S_1 = \operatorname{diag}(1/4,\,3/4).$$

The atoms overlap, since both have nonzero weight on each site. For a single occupied orbital the index factorises:

$$B_{01} = (u^\dagger S_0 u)(u^\dagger S_1 u) = \tfrac12\cdot\tfrac12 = \tfrac14 .$$

The self-index $B_{00}$ is also $1/4$, and the two add up to $N_0 = 1/2$. If a second electron of opposite spin fills the same spatial orbital, the closed-shell factor of 4 applies and the bond order between the atoms is 1.

## The Lean file

```lean
import Mathlib

open Matrix
open scoped ComplexOrder MatrixOrder Matrix.Norms.L2Operator

namespace FuzzyAtomBondOrder

noncomputable section

variable {n ι : Type*} [Fintype n] [DecidableEq n] [Fintype ι]

/-- The shared-electron index `tr(P S_A P S_C)` of two atoms with weight matrices `SA` and `SC`
in the density matrix `P`. -/
def bondOrder (P SA SC : Matrix n n ℂ) : ℂ := trace (P * SA * P * SC)

/-- The fuzzy population `tr(P S_A)` of an atom with weight matrix `SA`. -/
def population (P SA : Matrix n n ℂ) : ℂ := trace (P * SA)

/-- A positive semidefinite weight matrix factorises as `Xᴴ X`. -/
theorem exists_factor {S : Matrix n n ℂ} (hS : S.PosSemidef) :
    ∃ X : Matrix n n ℂ, S = Xᴴ * X := by
  first
    | exact Matrix.posSemidef_iff_eq_conjTranspose_mul_self.mp hS
    | exact CStarAlgebra.nonneg_iff_eq_star_mul_self.mp (Matrix.nonneg_iff_posSemidef.mpr hS)

omit [DecidableEq n] in
/-- For Hermitian `P` and factorised weights the shared-electron index is the squared Frobenius norm
`tr(Zᴴ Z)` of `Z = X P Yᴴ`. -/
theorem bondOrder_factor {P : Matrix n n ℂ} (hP : P.IsHermitian) (X Y : Matrix n n ℂ) :
    bondOrder P (Xᴴ * X) (Yᴴ * Y) = trace ((X * P * Yᴴ)ᴴ * (X * P * Yᴴ)) := by
  unfold bondOrder
  calc trace (P * (Xᴴ * X) * P * (Yᴴ * Y))
      = trace ((P * Xᴴ * X * P * Yᴴ) * Y) := by simp only [Matrix.mul_assoc]
    _ = trace (Y * (P * Xᴴ * X * P * Yᴴ)) := Matrix.trace_mul_comm _ _
    _ = trace ((X * P * Yᴴ)ᴴ * (X * P * Yᴴ)) := by
        simp only [conjTranspose_mul, conjTranspose_conjTranspose, hP.eq, Matrix.mul_assoc]

/-- The shared-electron index of two atoms is real and nonnegative for every Hermitian
density matrix. -/
theorem bondOrder_nonneg {P SA SC : Matrix n n ℂ} (hP : P.IsHermitian)
    (hA : SA.PosSemidef) (hC : SC.PosSemidef) :
    0 ≤ (bondOrder P SA SC).re ∧ (bondOrder P SA SC).im = 0 := by
  obtain ⟨X, rfl⟩ := exists_factor hA
  obtain ⟨Y, rfl⟩ := exists_factor hC
  rw [bondOrder_factor hP]
  have h := (posSemidef_conjTranspose_mul_self (X * P * Yᴴ)).trace_nonneg
  exact ⟨(Complex.le_def.mp h).1, (Complex.le_def.mp h).2.symm⟩

/-- For Hermitian `P` and positive semidefinite weight matrices, the shared-electron index vanishes
exactly when `S_A P S_C = 0`. -/
theorem bondOrder_eq_zero_iff {P SA SC : Matrix n n ℂ} (hP : P.IsHermitian)
    (hA : SA.PosSemidef) (hC : SC.PosSemidef) :
    bondOrder P SA SC = 0 ↔ SA * P * SC = 0 := by
  constructor
  · intro h
    obtain ⟨X, rfl⟩ := exists_factor hA
    obtain ⟨Y, rfl⟩ := exists_factor hC
    rw [bondOrder_factor hP] at h
    -- a vanishing Frobenius norm means a vanishing matrix
    have hZ : X * P * Yᴴ = 0 := Matrix.trace_conjTranspose_mul_self_eq_zero_iff.mp h
    calc Xᴴ * X * P * (Yᴴ * Y) = Xᴴ * (X * P * Yᴴ) * Y := by
          simp only [Matrix.mul_assoc]
      _ = 0 := by rw [hZ, Matrix.mul_zero, Matrix.zero_mul]
  · intro h
    have h' : P * SA * P * SC = P * (SA * P * SC) := by simp only [Matrix.mul_assoc]
    rw [bondOrder, h', h, Matrix.mul_zero, Matrix.trace_zero]

/-- For any matrix `P` and weight matrices summing to the identity, the population of an atom minus
the sum of its shared-electron indices is `tr((P - P²) S_A)`. -/
theorem population_sub_sum (P : Matrix n n ℂ) {S : ι → Matrix n n ℂ}
    (hsum : ∑ C, S C = 1) (A : ι) :
    population P (S A) - ∑ C, bondOrder P (S A) (S C) = trace ((P - P * P) * S A) := by
  -- completeness of the weights removes the second atom
  have h : ∑ C, bondOrder P (S A) (S C) = trace (P * P * S A) := by
    unfold bondOrder
    rw [← Matrix.trace_sum, ← Finset.mul_sum, hsum, Matrix.mul_one,
      Matrix.trace_mul_comm, ← Matrix.mul_assoc]
  rw [h, population, Matrix.sub_mul, Matrix.trace_sub]

/-- For a Hermitian idempotent density matrix and positive semidefinite atomic weights summing
to the identity, all shared-electron indices are real and nonnegative, and those of each atom
add up to its fuzzy population. -/
theorem bondOrder_sum_rule {P : Matrix n n ℂ} (hP : P.IsHermitian) (hPP : P * P = P)
    {S : ι → Matrix n n ℂ} (hS : ∀ A, (S A).PosSemidef) (hsum : ∑ C, S C = 1) :
    (∀ A C, 0 ≤ (bondOrder P (S A) (S C)).re ∧ (bondOrder P (S A) (S C)).im = 0) ∧
      ∀ A, ∑ C, bondOrder P (S A) (S C) = population P (S A) := by
  refine ⟨fun A C => bondOrder_nonneg hP (hS A) (hS C), fun A => ?_⟩
  have h := population_sub_sum P hsum A
  rw [hPP, sub_self, Matrix.zero_mul, Matrix.trace_zero] at h
  exact (sub_eq_zero.mp h).symm

/-- For a Hermitian idempotent density matrix and positive semidefinite weights summing to the
identity, the real part of each shared-electron index of an atom is at most the real part of the
population of that atom. -/
theorem bondOrder_le_population {P : Matrix n n ℂ} (hP : P.IsHermitian) (hPP : P * P = P)
    {S : ι → Matrix n n ℂ} (hS : ∀ A, (S A).PosSemidef) (hsum : ∑ C, S C = 1) (A C : ι) :
    (bondOrder P (S A) (S C)).re ≤ (population P (S A)).re := by
  obtain ⟨hpos, hrule⟩ := bondOrder_sum_rule hP hPP hS hsum
  rw [← hrule A, Complex.re_sum]
  exact Finset.single_le_sum (f := fun D => (bondOrder P (S A) (S D)).re)
    (fun D _ => (hpos A D).1) (Finset.mem_univ C)

/-- For a density matrix with `0 ≤ P ≤ 1` and weight matrices summing to the identity, the sum rule
holds on every atom exactly when `P` is idempotent. -/
theorem sum_rule_iff_idempotent {P : Matrix n n ℂ} (hP : P.PosSemidef)
    (hQ : (1 - P).PosSemidef) {S : ι → Matrix n n ℂ} (hsum : ∑ C, S C = 1) :
    (∀ A, ∑ C, bondOrder P (S A) (S C) = population P (S A)) ↔ P * P = P := by
  constructor
  · intro h
    have hdef : ∀ A, trace ((P - P * P) * S A) = 0 := fun A => by
      rw [← population_sub_sum P hsum A, h A, sub_self]
    -- add the defects of all atoms
    have htr : trace (P - P * P) = 0 := by
      calc trace (P - P * P) = trace ((P - P * P) * ∑ A, S A) := by
            rw [hsum, Matrix.mul_one]
        _ = ∑ A, trace ((P - P * P) * S A) := by rw [Finset.mul_sum, Matrix.trace_sum]
        _ = 0 := Finset.sum_eq_zero fun A _ => hdef A
    -- read the total defect as an overlap of occupied and empty parts
    have hb : bondOrder 1 P (1 - P) = 0 := by
      rw [bondOrder, Matrix.one_mul, Matrix.mul_one, Matrix.mul_sub, Matrix.mul_one, htr]
    have hz := (bondOrder_eq_zero_iff Matrix.isHermitian_one hP hQ).mp hb
    rw [Matrix.mul_one, Matrix.mul_sub, Matrix.mul_one] at hz
    exact (sub_eq_zero.mp hz).symm
  · intro h A
    have h' := population_sub_sum P hsum A
    rw [h, sub_self, Matrix.zero_mul, Matrix.trace_zero] at h'
    exact (sub_eq_zero.mp h').symm

/-- The density matrix of one orbital spread equally over two sites. -/
def twoSiteDensity : Matrix (Fin 2) (Fin 2) ℂ := !![1/2, 1/2; 1/2, 1/2]

/-- Overlapping atomic weights: each atom has weight 3/4 on its own site and 1/4 on the other. -/
def twoSiteWeight (A : Fin 2) : Matrix (Fin 2) (Fin 2) ℂ :=
  Matrix.diagonal fun i => ((if i = A then 3/4 else 1/4 : ℝ) : ℂ)

/-- The two-site density matrix is Hermitian and idempotent, the two-site weights are positive
semidefinite and sum to the identity, and the index between the two atoms is 1/4. -/
theorem bondOrder_sum_rule_witness :
    twoSiteDensity.IsHermitian ∧ twoSiteDensity * twoSiteDensity = twoSiteDensity ∧
      (∀ A, (twoSiteWeight A).PosSemidef) ∧ ∑ A, twoSiteWeight A = 1 ∧
      bondOrder twoSiteDensity (twoSiteWeight 0) (twoSiteWeight 1) = 1/4 := by
  refine ⟨?_, ?_, fun A => ?_, ?_, ?_⟩
  · ext i j
    fin_cases i <;> fin_cases j <;> simp [twoSiteDensity]
  · ext i j
    fin_cases i <;> fin_cases j <;>
      norm_num [twoSiteDensity, Matrix.mul_apply, Fin.sum_univ_two]
  · exact Matrix.posSemidef_diagonal_iff.mpr fun i =>
      Complex.zero_le_real.mpr (by split_ifs <;> norm_num)
  · ext i j
    fin_cases i <;> fin_cases j <;>
      norm_num [twoSiteWeight, Fin.sum_univ_two, Matrix.diagonal_apply]
  · have h0 : twoSiteWeight 0 = !![3/4, 0; 0, 1/4] := by
      ext i j
      fin_cases i <;> fin_cases j <;> norm_num [twoSiteWeight, Matrix.diagonal_apply]
    have h1 : twoSiteWeight 1 = !![1/4, 0; 0, 3/4] := by
      ext i j
      fin_cases i <;> fin_cases j <;> norm_num [twoSiteWeight, Matrix.diagonal_apply]
    simp only [bondOrder, h0, h1, twoSiteDensity, Matrix.mul_fin_two, Matrix.trace_fin_two_of]
    norm_num

end

end FuzzyAtomBondOrder
```

```lean
#print axioms FuzzyAtomBondOrder.bondOrder_sum_rule
-- 'FuzzyAtomBondOrder.bondOrder_sum_rule' depends on axioms: [propext, Classical.choice, Quot.sound]
#print axioms FuzzyAtomBondOrder.bondOrder_le_population
-- 'FuzzyAtomBondOrder.bondOrder_le_population' depends on axioms: [propext, Classical.choice, Quot.sound]
#print axioms FuzzyAtomBondOrder.sum_rule_iff_idempotent
-- 'FuzzyAtomBondOrder.sum_rule_iff_idempotent' depends on axioms: [propext, Classical.choice, Quot.sound]
```

## How the theorems read

The finite types `n` and `ι` label the orbitals and the atoms. `bondOrder P SA SC` and `population P SA` are complex traces, defined for arbitrary square matrices, so the reality of the index has to be proved. The theorem that does this, `bondOrder_nonneg`, assumes positive semidefinite weight matrices (`hA`, `hC`) as well as a Hermitian $P$; its docstring names only the condition on $P$.

In `bondOrder_sum_rule`, `hP` states that $P$ is Hermitian and `hPP` that it is idempotent. The family `S : ι → Matrix n n ℂ` holds the weight matrices, `hS` makes each of them positive semidefinite, and `hsum` is completeness. The conclusion has two parts. For all `A` and `C`, the real part of the index is nonnegative and its imaginary part is zero. For every `A`, the sum over all `C`, including `C = A`, equals the population as an equation between complex numbers.

`bondOrder_le_population` compares real parts; under its hypotheses both quantities are real, so nothing is lost. In `sum_rule_iff_idempotent`, the hypotheses `hP` and `hQ` express $0 \le P \le 1$, the Pauli bound on the occupations. The weights need only be complete there, and their positivity is not assumed.

The file starts from the matrices. Their construction from weight functions, and the link to the exchange hole, belong to the physical interpretation given above. The hypothesis `hsum` fixes an orthonormal basis: in a nonorthogonal one the two traces keep their form, but the weight matrices sum to the overlap matrix $O$ of the orbitals and idempotency becomes $POP = P$, so the matrices have to be transformed to an orthonormal basis before the theorems are applied. For a correlated state, $\operatorname{tr}(P S_A P S_C)$ is still defined, but it is in general no longer the integral of the full exchange-correlation part of the pair density.

## How the proof follows the derivation

`exists_factor` supplies $S = X^\dagger X$. It offers two Mathlib routes to the same fact, one stated for matrices and one for C*-algebras, and `first` takes the one that works.

`bondOrder_factor` is the cyclic step. Its `calc` block isolates the last factor `Y`, moves it to the front with `Matrix.trace_mul_comm`, and recognises $Z^\dagger Z$ by expanding the conjugate transpose. The Hermiticity of $P$ enters through `hP.eq`.

`bondOrder_nonneg` and `bondOrder_eq_zero_iff` both replace the weights by their factorised forms and then use `bondOrder_factor`. The first applies the nonnegativity of the trace of $Z^\dagger Z$. The second uses `Matrix.trace_conjTranspose_mul_self_eq_zero_iff`, which says that this trace vanishes only for $Z = 0$, and then restores the outer factors $X^\dagger$ and $Y$.

`population_sub_sum` is the defect formula. The rewriting pulls the sum over `C` inside the trace and onto the last factor, where `hsum` turns it into the identity. One cyclic move then produces $\operatorname{tr}(P^2 S_A)$.

The main theorem combines these results: its first half is `bondOrder_nonneg` for each pair, and its second half inserts `hPP` into the defect formula. The upper bound follows from `Finset.single_le_sum`, which says that one term of a sum of nonnegative terms is at most the whole sum.

In the converse, `hdef` records the vanishing defect of each atom and `htr` adds them up. The step `hb` rewrites the total as `bondOrder 1 P (1 - P) = 0`, so that the vanishing criterion, proved for pairs of atoms, can be applied to the occupied and empty parts of $P$.

`bondOrder_sum_rule_witness` checks the two-site example: the hypotheses on $P$ and on the weights by matrix elements and diagonal entries, and the value $1/4$ by multiplying out the $2\times2$ matrices.

## An inequality between complex numbers

Reality and nonnegativity come out of a single inequality, and the device behind this is Mathlib's partial order on the complex numbers, switched on by `open scoped ComplexOrder`. In this order, $z \le w$ means that $\operatorname{Re} z \le \operatorname{Re} w$ and $\operatorname{Im} z = \operatorname{Im} w$. Two numbers with different imaginary parts are not comparable.

The statement $0 \le z$ therefore says that $z$ is real and nonnegative. In `bondOrder_nonneg`, the term `h` is such an inequality for $\operatorname{tr}(Z^\dagger Z)$, obtained from the positive semidefiniteness of $Z^\dagger Z$. `Complex.le_def` splits it into its two components: the first is the bound on the real part, and the second reads $0 = \operatorname{Im} z$, which `.symm` turns round to match the goal. No separate argument that the trace equals its own complex conjugate is needed.
